# For nonsingular real symmetric H − E, some one-vector Galerkin correction fails exactly when H has eigenvalues on both sides of E

Take two sites with on-site energy \(a\) and hopping \(t\neq0\), and solve \((H-a)x=b\). The matrix is
\[
H-a=\begin{pmatrix}0&t\\t&0\end{pmatrix},
\]
which is invertible. But if my coarse space is the first site alone, \(p=(1,0)\), the coarse matrix is the number \(p\cdot(H-a)p=0\), and I can't compute the correction. Is this an accident of the example, or should I expect it whenever I shift to an interior state? Would a shift below the whole spectrum be safe?

## Contributions from below and above E can cancel

It is no accident. The levels here are \(a\pm t\), one on each side of the shift, and \(p\) has equal weight on both eigenvectors. Their contributions, \(t/2\) and \(-t/2\), cancel. Such a \(p\) exists whenever \(E\) has levels on both sides, though not every \(p\) is of this kind, and a shift below all levels is safe.

Let \(r\) be the current residual. A Galerkin correction \(cp\) leaves a residual orthogonal to \(p\):
\[
p\cdot\bigl(r-(H-E)(cp)\bigr)=0
\quad\Longleftrightarrow\quad
c\,\bigl(p\cdot(H-E)p\bigr)=p\cdot r .
\]
If the coefficient of \(c\) is nonzero, there is exactly one solution. If it is zero, there is none when \(p\cdot r\neq0\), and every \(c\) works when \(p\cdot r=0\). Unique solvability therefore does not depend on \(r\).

Expand \(p=\sum_i\alpha_i v_i\) in orthonormal eigenvectors with levels \(e_i\):
\[
p\cdot(H-E)p=\sum_i(e_i-E)\,\alpha_i^2 .
\]
For \(p\neq0\) this is positive if all levels lie above \(E\) and negative if all lie below. Since \(E\) is not a level, a zero requires levels on both sides.

Conversely, let \(Hu=eu\) and \(Hv=fv\) with \(u,v\) nonzero and \(e<E<f\). Symmetry gives \(f\,u\cdot v=u\cdot Hv=Hu\cdot v=e\,u\cdot v\), so \(u\cdot v=0\). For unit eigenvectors, take
\[
p=\sqrt{f-E}\;u+\sqrt{E-e}\;v .
\]
Then \(p\neq0\), and
\[
p\cdot(H-E)p=(e-E)(f-E)+(f-E)(E-e)=0 .
\]

With one site there is only one level, and \((H-E)p^2\) never vanishes for \(p\neq0\). Two sites are the smallest system that breaks down.

For several coarse vectors, let \(P\) be an injective prolongation and let all levels lie above \(E\). For \(c\neq0\), now a coarse coefficient vector,
\[
c\cdot\bigl(P^{T}(H-E)P\bigr)c=(Pc)\cdot(H-E)(Pc)>0,
\]
so the coarse matrix is nonsingular.

## What is assumed about H, E and the coarse vector

In `coarse_breakdown_iff`, `H` is a finite real matrix with `H.IsSymm`, and `IsLevel H e` says that `e` has a nonzero eigenvector. The hypothesis `¬ IsLevel H E` makes the fine problem regular; without it, the ground state itself would be a null vector at \(E\) equal to the lowest level. Breakdown is `¬ ∃! c, IsGalerkinCorrection ...`, a failure of existence or uniqueness, and the equivalence holds for each residual `r`.

For shifted solves on a finite real-space grid with a real symmetric Hamiltonian, this means that an interior shift admits bad coarse vectors even when the fine matrix is invertible. With several coarse vectors, a bad vector in the range of \(P\) does not by itself make the coarse matrix singular: if \(P\) is the identity, the coarse matrix is \(H-E\) itself, which is invertible.

In Lean 4 with Mathlib:

```lean
import Mathlib

open Matrix

namespace ShiftedMultigrid

noncomputable section

variable {n m : Type*} [Fintype n] [DecidableEq n] [Fintype m] [DecidableEq m]

/-- The shifted operator `H - E` of a solve at energy `E`. -/
def shifted (H : Matrix n n ℝ) (E : ℝ) : Matrix n n ℝ := H - E • (1 : Matrix n n ℝ)

/-- The number `e` is an energy level of `H`: it has a nonzero eigenvector. -/
def IsLevel (H : Matrix n n ℝ) (e : ℝ) : Prop := ∃ v : n → ℝ, v ≠ 0 ∧ H *ᵥ v = e • v

/-- The correction `c p` is a Galerkin correction for the residual `r` of a linear system with
matrix `A`: the residual that remains after it is orthogonal to the coarse vector `p`. -/
def IsGalerkinCorrection (A : Matrix n n ℝ) (p r : n → ℝ) (c : ℝ) : Prop :=
  p ⬝ᵥ (r - A *ᵥ (c • p)) = 0

/-- The shifted operator acts as `(H - E) v = H v - E v`. -/
theorem shifted_mulVec (H : Matrix n n ℝ) (E : ℝ) (v : n → ℝ) :
    shifted H E *ᵥ v = H *ᵥ v - E • v := by
  rw [shifted, Matrix.sub_mulVec, Matrix.smul_mulVec, Matrix.one_mulVec]

omit [DecidableEq n] in
/-- For any residual, the one-vector Galerkin correction exists and is unique exactly when
`p · A p` is nonzero. -/
theorem existsUnique_correction_iff (A : Matrix n n ℝ) (p r : n → ℝ) :
    (∃! c, IsGalerkinCorrection A p r c) ↔ p ⬝ᵥ A *ᵥ p ≠ 0 := by
  -- the Galerkin condition is a scalar linear equation for `c`
  have key : ∀ c, IsGalerkinCorrection A p r c ↔ c * (p ⬝ᵥ A *ᵥ p) = p ⬝ᵥ r := by
    intro c
    rw [IsGalerkinCorrection, Matrix.mulVec_smul, dotProduct_sub, dotProduct_smul,
      smul_eq_mul, sub_eq_zero]
    exact eq_comm
  constructor
  · rintro ⟨c, hc, hu⟩ h0
    have hc' := (key c).1 hc
    rw [h0, mul_zero] at hc'
    have h := hu (c + 1) ((key (c + 1)).2 (by rw [h0, mul_zero]; exact hc'))
    linarith
  · intro h0
    exact ⟨(p ⬝ᵥ r) / (p ⬝ᵥ A *ᵥ p), (key _).2 (div_mul_cancel₀ _ h0),
      fun c hc => (eq_div_iff h0).2 ((key c).1 hc)⟩

/-- If all levels of a symmetric `H` lie above `E`, then `p · (H - E) p` is positive for every
nonzero `p`. -/
theorem form_pos_of_levels_above {H : Matrix n n ℝ} {E : ℝ} (hH : H.IsSymm)
    (h : ∀ e, IsLevel H e → E < e) {p : n → ℝ} (hp : p ≠ 0) :
    0 < p ⬝ᵥ shifted H E *ᵥ p := by
  have hA : (shifted H E).IsHermitian := by
    unfold Matrix.IsHermitian
    rw [Matrix.conjTranspose_eq_transpose_of_trivial, shifted, Matrix.transpose_sub,
      Matrix.transpose_smul, Matrix.transpose_one, hH.eq]
  have hpos : (shifted H E).PosDef := by
    rw [hA.posDef_iff_eigenvalues_pos]
    intro i
    -- an eigenvalue of `H - E` is a level of `H` measured from `E`
    have hv := hA.mulVec_eigenvectorBasis i
    rw [shifted_mulVec] at hv
    have hl : IsLevel H (hA.eigenvalues i + E) := by
      refine ⟨(hA.eigenvectorBasis i).ofLp, ?_, ?_⟩
      · intro h0
        apply hA.eigenvectorBasis.orthonormal.ne_zero i
        ext j
        exact congrFun h0 j
      · rw [add_smul]
        exact sub_eq_iff_eq_add.mp hv
    have := h _ hl
    linarith
  have h1 := hpos.dotProduct_mulVec_pos hp
  rwa [star_trivial] at h1

/-- If all levels of a symmetric `H` lie below `E`, then `p · (H - E) p` is negative for every
nonzero `p`. -/
theorem form_neg_of_levels_below {H : Matrix n n ℝ} {E : ℝ} (hH : H.IsSymm)
    (h : ∀ e, IsLevel H e → e < E) {p : n → ℝ} (hp : p ≠ 0) :
    p ⬝ᵥ shifted H E *ᵥ p < 0 := by
  -- reflect the spectrum
  have h1 := form_pos_of_levels_above (H := -H) (E := -E) hH.neg (by
    rintro e ⟨v, hv, hev⟩
    rw [Matrix.neg_mulVec] at hev
    have := h (-e) ⟨v, hv, by rw [neg_smul, ← hev, neg_neg]⟩
    linarith) hp
  rw [shifted_mulVec, Matrix.neg_mulVec, dotProduct_sub, dotProduct_neg, dotProduct_smul,
    smul_eq_mul] at h1
  rw [shifted_mulVec, dotProduct_sub, dotProduct_smul, smul_eq_mul]
  linarith

/-- If a symmetric `H` has a level `e` below `E` and a level `f` above `E`, then
`p · (H - E) p = 0` for some nonzero `p`. -/
theorem exists_null_vector {H : Matrix n n ℝ} {E e f : ℝ} (hH : H.IsSymm)
    (he : IsLevel H e) (hf : IsLevel H f) (heE : e < E) (hEf : E < f) :
    ∃ p : n → ℝ, p ≠ 0 ∧ p ⬝ᵥ shifted H E *ᵥ p = 0 := by
  obtain ⟨u, hu, heu⟩ := he
  obtain ⟨v, hv, hev⟩ := hf
  have self_pos : ∀ w : n → ℝ, w ≠ 0 → 0 < w ⬝ᵥ w := fun w hw =>
    lt_of_le_of_ne (Finset.sum_nonneg fun i _ => mul_self_nonneg (w i))
      (Ne.symm (mt dotProduct_self_eq_zero.1 hw))
  -- eigenvectors of different levels are orthogonal
  have hort : u ⬝ᵥ v = 0 := by
    have h : u ⬝ᵥ H *ᵥ v = (H *ᵥ u) ⬝ᵥ v := by
      rw [Matrix.dotProduct_mulVec, ← Matrix.mulVec_transpose, hH.eq]
    rw [hev, heu, dotProduct_smul, smul_dotProduct, smul_eq_mul, smul_eq_mul] at h
    have h2 : (f - e) * (u ⬝ᵥ v) = 0 := by linear_combination h
    exact (mul_eq_zero.1 h2).resolve_left (sub_ne_zero.2 (heE.trans hEf).ne')
  have hort' : v ⬝ᵥ u = 0 := by rw [dotProduct_comm, hort]
  have ha : 0 < (E - e) * (u ⬝ᵥ u) := mul_pos (sub_pos.2 heE) (self_pos u hu)
  have hb : 0 < (f - E) * (v ⬝ᵥ v) := mul_pos (sub_pos.2 hEf) (self_pos v hv)
  -- weights that balance the negative and the positive contribution
  obtain ⟨s, hs0, hs⟩ : ∃ s : ℝ, 0 < s ∧ s * s = (f - E) * (v ⬝ᵥ v) :=
    ⟨_, Real.sqrt_pos.2 hb, Real.mul_self_sqrt hb.le⟩
  obtain ⟨q, hq⟩ : ∃ q : ℝ, q * q = (E - e) * (u ⬝ᵥ u) := ⟨_, Real.mul_self_sqrt ha.le⟩
  refine ⟨s • u + q • v, ?_, ?_⟩
  · intro h0
    have h1 := congrArg (fun w => u ⬝ᵥ w) h0
    simp only [dotProduct_add, dotProduct_smul, hort, smul_eq_mul, mul_zero, add_zero,
      dotProduct_zero] at h1
    exact (mul_pos hs0 (self_pos u hu)).ne' h1
  · rw [shifted_mulVec, Matrix.mulVec_add, Matrix.mulVec_smul, Matrix.mulVec_smul, heu, hev]
    simp only [dotProduct_add, dotProduct_sub, add_dotProduct, smul_dotProduct,
      dotProduct_smul, smul_eq_mul, hort, hort']
    linear_combination (e - E) * (u ⬝ᵥ u) * hs + (f - E) * (v ⬝ᵥ v) * hq

/-- For symmetric `H` and `E` not a level, `p · (H - E) p` vanishes for some nonzero `p` exactly
when `H` has levels both below and above `E`. -/
theorem null_vector_iff {H : Matrix n n ℝ} {E : ℝ} (hH : H.IsSymm) (hE : ¬ IsLevel H E) :
    (∃ p : n → ℝ, p ≠ 0 ∧ p ⬝ᵥ shifted H E *ᵥ p = 0) ↔
      (∃ e, e < E ∧ IsLevel H e) ∧ (∃ f, E < f ∧ IsLevel H f) := by
  constructor
  · rintro ⟨p, hp, h0⟩
    constructor
    · by_contra hn
      refine (form_pos_of_levels_above hH (fun e he => ?_) hp).ne' h0
      exact lt_of_le_of_ne (not_lt.1 fun hlt => hn ⟨e, hlt, he⟩)
        (by rintro rfl; exact hE he)
    · by_contra hn
      refine (form_neg_of_levels_below hH (fun e he => ?_) hp).ne h0
      exact lt_of_le_of_ne (not_lt.1 fun hlt => hn ⟨e, hlt, he⟩)
        (by rintro rfl; exact hE he)
  · rintro ⟨⟨e, heE, he⟩, ⟨f, hEf, hf⟩⟩
    exact exists_null_vector hH he hf heE hEf

/-- For symmetric `H`, `E` not a level and any residual `r`, some nonzero coarse vector has no
unique Galerkin correction exactly when `H` has levels both below and above `E`. -/
theorem coarse_breakdown_iff {H : Matrix n n ℝ} {E : ℝ} (hH : H.IsSymm)
    (hE : ¬ IsLevel H E) (r : n → ℝ) :
    (∃ p : n → ℝ, p ≠ 0 ∧ ¬ ∃! c, IsGalerkinCorrection (shifted H E) p r c) ↔
      (∃ e, e < E ∧ IsLevel H e) ∧ (∃ f, E < f ∧ IsLevel H f) := by
  rw [← null_vector_iff hH hE]
  exact exists_congr fun p => and_congr_right fun _ =>
    (not_congr (existsUnique_correction_iff (shifted H E) p r)).trans not_not

/-- If all levels of a symmetric `H` lie above `E`, the coarse matrix `Pᵀ (H - E) P` is
nonsingular for every injective prolongation `P`. -/
theorem coarse_matrix_nonsingular {H : Matrix n n ℝ} {E : ℝ} (hH : H.IsSymm)
    (h : ∀ e, IsLevel H e → E < e) (P : Matrix n m ℝ) (hP : Function.Injective P.mulVec) :
    (Pᵀ * shifted H E * P).det ≠ 0 := by
  intro hdet
  obtain ⟨c, hc, h0⟩ := Matrix.exists_mulVec_eq_zero_iff.2 hdet
  have hPc : P *ᵥ c ≠ 0 := fun hz => hc (hP (by rw [hz, Matrix.mulVec_zero]))
  have hpos := form_pos_of_levels_above hH h hPc
  -- the coarse form is the fine form on prolongated vectors
  have hform : (P *ᵥ c) ⬝ᵥ shifted H E *ᵥ (P *ᵥ c) =
      c ⬝ᵥ (Pᵀ * shifted H E * P) *ᵥ c := by
    rw [← Matrix.mulVec_mulVec, ← Matrix.mulVec_mulVec, Matrix.dotProduct_mulVec c Pᵀ,
      Matrix.vecMul_transpose]
  rw [hform, h0, dotProduct_zero] at hpos
  exact lt_irrefl 0 hpos

/-- Two sites with on-site energy `a` and nonzero hopping `t`: the energy `a` is not a level, yet
the coarse vector on the first site has `p · (H - a) p = 0`. -/
theorem two_site_breakdown (a t : ℝ) (ht : t ≠ 0) :
    ¬ IsLevel !![a, t; t, a] a ∧
      ![1, 0] ⬝ᵥ shifted !![a, t; t, a] a *ᵥ ![1, 0] = 0 := by
  constructor
  · rintro ⟨v, hv, h⟩
    have h0 : a * v 0 + t * v 1 = a * v 0 := by
      simpa [Matrix.mulVec, dotProduct, Fin.sum_univ_two] using congrFun h 0
    have h1 : t * v 0 + a * v 1 = a * v 1 := by
      simpa [Matrix.mulVec, dotProduct, Fin.sum_univ_two] using congrFun h 1
    have e1 : v 1 = 0 := (mul_eq_zero.1 (by linarith : t * v 1 = 0)).resolve_left ht
    have e0 : v 0 = 0 := (mul_eq_zero.1 (by linarith : t * v 0 = 0)).resolve_left ht
    exact hv (funext (Fin.forall_fin_two.2 ⟨e0, e1⟩))
  · rw [shifted_mulVec]
    simp [dotProduct, Fin.sum_univ_two]

end

end ShiftedMultigrid
```

```lean
#print axioms ShiftedMultigrid.coarse_breakdown_iff
#print axioms ShiftedMultigrid.coarse_matrix_nonsingular
#print axioms ShiftedMultigrid.two_site_breakdown
```

```
'ShiftedMultigrid.coarse_breakdown_iff' depends on axioms: [propext, Classical.choice, Quot.sound]
'ShiftedMultigrid.coarse_matrix_nonsingular' depends on axioms: [propext, Classical.choice, Quot.sound]
'ShiftedMultigrid.two_site_breakdown' depends on axioms: [propext, Classical.choice, Quot.sound]
```

## From the scalar equation to the equivalence

In `existsUnique_correction_iff`, `key` is the scalar equation for \(c\). If its coefficient vanishes, a solution `c` makes `c + 1` another one; otherwise division gives the unique solution.

`form_pos_of_levels_above` uses Mathlib's eigenvalue criterion for positive definiteness in place of the explicit expansion: an eigenvalue of \(H-E\), plus \(E\), is a level of \(H\). `form_neg_of_levels_below` applies this to \(-H\) and \(-E\).

`exists_null_vector` proves orthogonality as `hort`. Its eigenvectors are not normalised, so the squared weights are \(s^2=(f-E)\,v\cdot v\) and \(q^2=(E-e)\,u\cdot u\). The last `linear_combination` carries out the cancellation.

`null_vector_iff` joins the two directions, and `coarse_breakdown_iff` translates the result into corrections. In `coarse_matrix_nonsingular`, a zero determinant would supply a nonzero `c` in the kernel, which `hform` and positivity exclude. `two_site_breakdown` checks the opening example by components.
